# Elastic constants before crystal symmetry: 21 of second order and 56 of third order in three dimensions

To count independent elastic constants, one must first say what an elastic tensor is. Here it is its array of Cartesian components: a real function of $k$ ordered pairs of indices, each index running over $n$ directions. The symmetries are linear conditions on this array, and the number of independent constants is the dimension of the subspace that satisfies them. No basis change enters, and neither does the point group of a particular crystal.

The physics behind the conditions is the expansion of a strain energy. With Lagrangian strain $\eta_{ab}$, the term of order $k$ in the energy density is

$$\frac{1}{k!}\sum C_{a_0b_0\,a_1b_1\cdots a_{k-1}b_{k-1}}\;\eta_{a_0b_0}\,\eta_{a_1b_1}\cdots\eta_{a_{k-1}b_{k-1}} .$$

Since $\eta_{ab}=\eta_{ba}$, the coefficients can be taken symmetric within each index pair. Since the factors commute, they can be taken symmetric under permutations of the pairs. The second symmetry therefore stands for the existence of a strain energy. Both symmetries are taken as the definition of an elastic tensor in what follows.

**Claim.** For $n,k\ge 1$ and $N=n(n+1)/2$, the tensors with both symmetries form a real vector space of dimension $\binom{N+k-1}{k}$. With only the symmetry within pairs, the dimension is $N^k$.

## Counting by Voigt labels

Write $I=(I_0,\dots,I_{k-1})$ for a list of pairs $I_i=(a_i,b_i)$, and $C(I)$ for the corresponding component. The Voigt index $v(a,b)$ is the pair with its order forgotten. There are $n$ Voigt indices with equal entries and $n(n-1)/2$ with different entries, so their number is

$$n+\frac{n(n-1)}{2}=\frac{n(n+1)}{2}=N .$$

**Symmetry within pairs.** Suppose $C$ has this symmetry, and let $I$ and $J$ satisfy $v(I_i)=v(J_i)$ for every $i$. Then each $J_i$ is either $I_i$ or $I_i$ with its entries exchanged. Replace the pairs of $I$ by those of $J$ one at a time. Each replacement either changes nothing or exchanges the indices in one pair, so the component keeps its value, and after $k$ replacements $C(I)=C(J)$. Conversely, exchanging the entries of a pair leaves its Voigt index alone, so an array that depends only on the Voigt indices has the symmetry. Such an array is fixed by one free number for each ordered list of $k$ Voigt indices, which gives dimension $N^k$.

**Symmetry under permutations of pairs.** Let the Voigt label $L(I)$ be the multiset of the $k$ Voigt indices $v(I_0),\dots,v(I_{k-1})$. If $L(I)=L(J)$, every Voigt index occurs equally often in the two lists. For each Voigt index, match the positions where it occurs in $I$ with those where it occurs in $J$. Together these matchings form a permutation $\sigma$ with $v(J_{\sigma(i)})=v(I_i)$ for all $i$. If $C$ has both symmetries, then

$$C(I)=C(J\circ\sigma)=C(J),$$

where the first equality uses the symmetry within pairs and the second the permutation symmetry. Conversely, neither operation changes the label, so an array that depends only on the label has both symmetries.

**The dimension.** For each label $\ell$, let $E_\ell(I)=1$ if $L(I)=\ell$ and $0$ otherwise. Every multiset of $k$ Voigt indices is the label of some component: list its entries and choose an ordered pair for each. Hence no $E_\ell$ vanishes. Their supports are disjoint, so they are linearly independent, and they span the arrays that depend only on the label. The dimension is therefore the number of labels.

A multiset of size $k$ drawn from $N$ kinds corresponds to a row of $k$ stars and $N-1$ bars, in which the bars separate the kinds. Choosing the places of the stars gives $\binom{N+k-1}{k}$. For $n=3$ we have $N=6$, hence

$$\binom{7}{2}=21,\qquad \binom{8}{3}=56,\qquad 6^2=36 .$$

## Arrays with one symmetry missing

Both conditions matter already in two dimensions. For $k=1$, the array with $C_{xy}=1$ and all other components zero is trivially symmetric under permutations of its single pair, but $C_{yx}=0$. Without the symmetry within pairs the space has dimension 4, not 3.

For $k=2$, the array with $C_{xxyy}=1$ and all other components zero is symmetric within each pair, but $C_{yyxx}=0$. Without the permutation symmetry the dimension is $3^2=9$, not $\binom{4}{2}=6$. In three dimensions the corresponding number is 36, which is the count for a linear law between symmetric stress and symmetric strain when no strain energy is assumed.

## Component arrays and symmetry subspaces in Lean

```lean
import Mathlib

open Finset

namespace VoigtElasticConstants

noncomputable section
```

The type `Fin n` has the $n$ elements $0,\dots,n-1$, which stand for the Cartesian directions. An element of `Fin k → Fin n × Fin n` is the list $I$ above, with its positions also numbered from zero.

```lean
/-- The Cartesian components of a real rank-`2k` tensor on `n`-dimensional space,
with the indices grouped into `k` ordered pairs. -/
abbrev PairTensor (n k : ℕ) := (Fin k → Fin n × Fin n) → ℝ
```

The next two definitions state the symmetries as literal operations on indices. In the first, `Function.update I i (I i).swap` is the list $I$ with the entries of pair $i$ exchanged. Besides the defining condition, a `Submodule` requires proofs that the set contains zero and is closed under sums and real multiples.

```lean
/-- Tensors unchanged when the two indices within any one pair are exchanged. -/
def minorSymmetric (n k : ℕ) : Submodule ℝ (PairTensor n k) where
  carrier := {C | ∀ I i, C (Function.update I i (I i).swap) = C I}
  zero_mem' := fun _ _ => rfl
  add_mem' := fun hA hB I i => congrArg₂ (· + ·) (hA I i) (hB I i)
  smul_mem' := fun c _ hA I i => congrArg (c • ·) (hA I i)
```

In the second, `I ∘ σ` is the list whose pair at position $i$ is $I_{\sigma(i)}$.

```lean
/-- Tensors unchanged under every permutation of the `k` index pairs. -/
def majorSymmetric (n k : ℕ) : Submodule ℝ (PairTensor n k) where
  carrier := {C | ∀ (σ : Equiv.Perm (Fin k)) I, C (I ∘ σ) = C I}
  zero_mem' := fun _ _ => rfl
  add_mem' := fun hA hB σ I => congrArg₂ (· + ·) (hA σ I) (hB σ I)
  smul_mem' := fun c _ hA σ I => congrArg (c • ·) (hA σ I)
```

The elastic tensors are the intersection of the two subspaces, written `⊓`.

```lean
/-- Elastic tensors: symmetric within each index pair and under permutations of the pairs. -/
def elasticTensors (n k : ℕ) : Submodule ℝ (PairTensor n k) :=
  minorSymmetric n k ⊓ majorSymmetric n k
```

## Voigt indices and labels as types

Mathlib's `Sym2 (Fin n)` is the type of unordered pairs, with equal entries allowed. This is the Voigt index without the customary numbering from 1 to 6.

```lean
/-- The Voigt index of a pair of Cartesian indices: the pair with its order forgotten. -/
def voigtIndex {n : ℕ} (p : Fin n × Fin n) : Sym2 (Fin n) := s(p.1, p.2)
```

`Sym α k` is the type of multisets of size $k$ with entries in `α`. The label is the multiset of values of $i\mapsto v(I_i)$ over all positions, together with a proof that it has size $k$.

```lean
/-- The Voigt label of a tensor component: the multiset of its `k` Voigt indices. -/
def voigtLabel {n k : ℕ} (I : Fin k → Fin n × Fin n) : Sym (Sym2 (Fin n)) k :=
  ⟨(univ : Finset (Fin k)).val.map (fun i => voigtIndex (I i)), by simp⟩
```

The number of Voigt indices follows from Mathlib's count of unordered pairs, $\binom{n+1}{2}$. The division in the statement is division of natural numbers, which is exact here because $n(n+1)$ is even.

```lean
/-- In `n` dimensions there are `n(n+1)/2` Voigt indices. -/
theorem card_voigtIndex (n : ℕ) : Fintype.card (Sym2 (Fin n)) = n * (n + 1) / 2 := by
  rw [Sym2.card, Fintype.card_fin, Nat.choose_two_right, Nat.add_sub_cancel, mul_comm]

/-- Every Voigt index comes from some pair of Cartesian indices. -/
theorem voigtIndex_surjective {n : ℕ} :
    Function.Surjective (voigtIndex : Fin n × Fin n → Sym2 (Fin n)) := by
  intro z
  induction z using Sym2.ind with
  | _ a b => exact ⟨(a, b), rfl⟩
```

## Dimension as a number of labels

The linear algebra is done once, for an arbitrary labelling `q` from a finite set of components onto a finite set of labels. The hypothesis `hS` says that the subspace `S` consists of exactly the arrays that depend only on the label.

```lean
/-- If a space of component arrays consists of exactly those arrays that depend only on a label,
and every label occurs, then its dimension is the number of labels. -/
theorem finrank_eq_card_labels {X Y : Type*} [Fintype X] [Fintype Y] (q : X → Y)
    (hq : Function.Surjective q) (S : Submodule ℝ (X → ℝ))
    (hS : ∀ C, C ∈ S ↔ ∀ x y, q x = q y → C x = C y) :
    Module.finrank ℝ S = Fintype.card Y := by
  -- the space is the image of the functions of the label
  have hR : S = LinearMap.range (LinearMap.funLeft ℝ ℝ q) := by
    ext C
    rw [hS]
    constructor
    · intro h
      refine ⟨fun y => C (Function.surjInv hq y), ?_⟩
      funext x
      exact h _ _ (Function.surjInv_eq hq (q x))
    · rintro ⟨g, rfl⟩ x y hxy
      change g (q x) = g (q y)
      rw [hxy]
  rw [hR, LinearMap.finrank_range_of_inj
    (LinearMap.funLeft_injective_of_surjective ℝ ℝ q hq), Module.finrank_fintype_fun_eq_card]
```

Where the derivation by hand used the basis $E_\ell$, the proof uses the linear map that sends a function $g$ of the label to the array $g\circ q$. This map is `LinearMap.funLeft ℝ ℝ q`. Its image is `S`: given an array in `S`, the required $g$ reads off its value at one chosen representative of each label, supplied by `Function.surjInv`. The map is injective because every label occurs. So `S` has the dimension of the space of functions on the labels, which is the number of labels.

## One pair at a time

```lean
/-- A tensor is symmetric within each index pair exactly when its components depend only on
the Voigt index of each pair. -/
theorem mem_minorSymmetric_iff {n k : ℕ} (C : PairTensor n k) :
    C ∈ minorSymmetric n k ↔
      ∀ I J, (∀ i, voigtIndex (I i) = voigtIndex (J i)) → C I = C J := by
  constructor
  · intro hC I J h
    have hC' : ∀ K i, C (Function.update K i (K i).swap) = C K := hC
    -- replace the pairs of `I` by those of `J` one at a time
    have key : ∀ s : Finset (Fin k), C (s.piecewise J I) = C I := by
      intro s
      induction s using Finset.induction_on with
      | empty => simp
      | insert a s ha ih =>
        have hK : s.piecewise J I a = I a := by simp [Finset.piecewise, ha]
        have hJ : J a = I a ∨ J a = (I a).swap := by
          rcases Sym2.eq_iff.mp (h a) with ⟨h1, h2⟩ | ⟨h1, h2⟩
          · exact Or.inl (Prod.ext h1.symm h2.symm)
          · exact Or.inr (Prod.ext h2.symm h1.symm)
        rw [Finset.piecewise_insert]
        rcases hJ with e | e
        · rw [e, ← hK, Function.update_eq_self, ih]
        · rw [e, ← hK, hC', ih]
    have hu := key univ
    rw [Finset.piecewise_univ] at hu
    exact hu.symm
  · intro h I i
    apply h
    intro j
    rcases eq_or_ne j i with rfl | hj
    · rw [Function.update_self]
      exact Sym2.eq_swap
    · rw [Function.update_of_ne hj]
```

In the forward direction, `s.piecewise J I` is the mixed list that takes its pairs from $J$ at the positions in `s` and from $I$ elsewhere. Induction on `s` replaces one pair per step. The two cases of `hJ` are those of the derivation: the new pair equals the old one, or it is the old one exchanged. Taking `s` to be all positions gives $C(J)=C(I)$. The reverse direction checks that an exchange preserves the Voigt index at each position.

The count $N^k$ follows when the counting theorem is applied with the ordered list of Voigt indices as the label. The last lines show that every such list occurs, by choosing an ordered pair for each entry.

```lean
/-- Tensors symmetric within each of their `k` index pairs form a space of dimension `N ^ k`,
where `N = n(n+1)/2`. -/
theorem finrank_minorSymmetric (n k : ℕ) :
    Module.finrank ℝ (minorSymmetric n k) = (n * (n + 1) / 2) ^ k := by
  rw [finrank_eq_card_labels (fun (I : Fin k → Fin n × Fin n) i => voigtIndex (I i)) ?_ _
    (fun C => (mem_minorSymmetric_iff C).trans
      ⟨fun h I J e => h I J (congrFun e), fun h I J e => h I J (funext e)⟩),
    Fintype.card_fun, Fintype.card_fin, card_voigtIndex]
  intro t
  choose I hI using fun i => voigtIndex_surjective (t i)
  exact ⟨I, funext hI⟩
```

## From equal multisets to a permutation

```lean
/-- Two lists of `k` entries with the same multiset of values differ by a permutation. -/
theorem exists_perm_of_map_eq {k : ℕ} {β : Type*} [DecidableEq β] (f g : Fin k → β)
    (h : (univ : Finset (Fin k)).val.map f = (univ : Finset (Fin k)).val.map g) :
    ∃ σ : Equiv.Perm (Fin k), ∀ i, g (σ i) = f i := by
  -- each value is taken equally often by both lists
  have hcount : ∀ (b : β) (u : Fin k → β), Fintype.card {i // u i = b} =
      Multiset.count b ((univ : Finset (Fin k)).val.map u) := by
    intro b u
    rw [Multiset.count_map, Fintype.card_subtype]
    change Multiset.card (Multiset.filter (fun i => u i = b) (univ : Finset (Fin k)).val) = _
    exact congrArg Multiset.card (Multiset.filter_congr fun i _ => eq_comm)
  have hc : ∀ b, Fintype.card {i // f i = b} = Fintype.card {i // g i = b} := by
    intro b
    rw [hcount, hcount, h]
  exact ⟨Equiv.ofFiberEquiv (fun b => Fintype.equivOfCardEq (hc b)),
    fun i => Equiv.ofFiberEquiv_map _ i⟩
```

The auxiliary statement `hcount` identifies the number of positions at which a list takes the value `b` with the multiplicity of `b` in its multiset of values. Equal multisets therefore give equally large sets of positions for each value. `Fintype.equivOfCardEq` matches these sets, and `Equiv.ofFiberEquiv` joins the matchings into one permutation, as in the derivation.

```lean
/-- A tensor is elastic exactly when its components depend only on their Voigt label. -/
theorem mem_elasticTensors_iff {n k : ℕ} (C : PairTensor n k) :
    C ∈ elasticTensors n k ↔ ∀ I J, voigtLabel I = voigtLabel J → C I = C J := by
  constructor
  · rintro ⟨hmin, hmaj⟩ I J h
    obtain ⟨σ, hσ⟩ := exists_perm_of_map_eq _ _ (congrArg Subtype.val h)
    -- first exchange indices within pairs, then permute the pairs
    exact ((mem_minorSymmetric_iff C).mp hmin I (J ∘ σ) fun i => (hσ i).symm).trans (hmaj σ J)
  · intro h
    refine ⟨(mem_minorSymmetric_iff C).mpr fun I J e => h I J (Subtype.ext ?_), fun σ I =>
      h _ _ (Subtype.ext ?_)⟩
    · exact congrArg (fun u => Multiset.map u (univ : Finset (Fin k)).val) (funext e)
    · have hσ : (univ : Finset (Fin k)).val.map σ = (univ : Finset (Fin k)).val :=
        congrArg Finset.val (Finset.map_univ_equiv σ)
      change (univ : Finset (Fin k)).val.map ((fun i => voigtIndex (I i)) ∘ σ) =
        (univ : Finset (Fin k)).val.map (fun i => voigtIndex (I i))
      rw [← Multiset.map_map, hσ]
```

The forward direction is the chain $C(I)=C(J\circ\sigma)=C(J)$. The reverse direction shows that the label survives both operations; for a permutation of the pairs, this holds because the set of all positions is mapped onto itself.

## The binomial coefficient and the three-dimensional values

```lean
/-- Elastic tensors with `k` index pairs in `n` dimensions form a space of dimension
`binomial(N + k - 1, k)`, where `N = n(n+1)/2`. -/
theorem finrank_elasticTensors (n k : ℕ) :
    Module.finrank ℝ (elasticTensors n k) = (n * (n + 1) / 2 + k - 1).choose k := by
  rw [finrank_eq_card_labels voigtLabel ?_ _ mem_elasticTensors_iff,
    Sym.card_sym_eq_choose, card_voigtIndex]
  -- every multiset of Voigt indices labels some component
  rintro ⟨m, hm⟩
  obtain ⟨l, rfl⟩ := Quot.exists_rep m
  have hl : l.length = k := hm
  subst hl
  choose I hI using fun i : Fin l.length => voigtIndex_surjective (l.get i)
  refine ⟨I, Subtype.ext ?_⟩
  change (univ : Finset (Fin l.length)).val.map (fun i => voigtIndex (I i)) = (l : Multiset _)
  rw [show (fun i => voigtIndex (I i)) = l.get from funext hI, Fin.univ_val_map, List.ofFn_get]
```

The counting theorem reduces the dimension to the number of labels, and `Sym.card_sym_eq_choose` supplies the stars-and-bars count. What remains is that every label occurs: the proof writes the multiset as a list `l` and chooses an ordered pair for each entry.

The theorem carries no lower bound on $n$ or $k$. Subtraction of natural numbers stops at zero, which matters only for $n=k=0$, where the formula correctly gives 1.

```lean
/-- In three dimensions there are 21 independent second-order and 56 independent third-order
elastic constants; symmetry within the pairs alone leaves 36 at second order. -/
theorem elastic_constants_three_dim :
    Module.finrank ℝ (elasticTensors 3 2) = 21 ∧
    Module.finrank ℝ (elasticTensors 3 3) = 56 ∧
    Module.finrank ℝ (minorSymmetric 3 2) = 36 := by
  rw [finrank_elasticTensors, finrank_elasticTensors, finrank_minorSymmetric]
  decide

end

end VoigtElasticConstants
```

The three numbers come from substituting $n$ and $k$ into the general formulas and evaluating.

```lean
#print axioms VoigtElasticConstants.elastic_constants_three_dim
```

```
'VoigtElasticConstants.elastic_constants_three_dim' depends on axioms: [propext, Classical.choice, Quot.sound]
```

## Storing and fitting the constants

A program that stores third-order constants can use the label directly. It maps each Cartesian pair to a Voigt number, with the usual assignment $xx,yy,zz,yz,xz,xy\mapsto 1,\dots,6$, and sorts the three numbers. The component $C_{zy\,xx\,yz}$ gives $(4,1,4)$, which sorts to $(1,4,4)$, so it is read from the entry $C_{144}$. A table with one entry per sorted triple has 56 entries, while the full array has $3^6=729$ components. At second order, the sorted pairs are the upper triangle of the symmetric $6\times6$ stiffness matrix.

The same count sets the number of unknowns when elastic constants are fitted to total energies from an electronic-structure calculation: there are 21 at second order, provided that the energy is a smooth function of homogeneous strain alone and no point-group relations are imposed. For a cubic crystal, such relations reduce the 21 to 3. The factor of 2 in the engineering shear strains, such as $\eta_4=2\eta_{yz}$, accounts for the two orderings of a pair in the energy sum and leaves the number of constants unchanged.
